# Characters sum to zero over every coset of a finite normal subgroup that acts non-trivially, if the commutant is scalar

Let G be a group, finite or infinite, and let D assign to each g in G a square complex matrix D(g) of finite size d, with D(gh) = D(g) D(h) and D(1) = 1. In Lean this is a monoid homomorphism `D : G →* Matrix n n ℂ`. The finite type `n` labels the basis states, so d is the number of its elements. The matrices need not be unitary, and the basis need not be orthonormal.

```lean
import Mathlib

open Matrix Equiv

namespace CosetCharacters

noncomputable section

variable {G n : Type*} [Group G] [Fintype n] [DecidableEq n]
```

The commutant of D is the set of matrices M that satisfy M D(g) = D(g) M for every g. It is called scalar if each such M has the form

M = c 1, with c a complex number.

For a degenerate energy level that carries D, this means that a perturbation with the full symmetry G acts within the level as a constant: to first order it shifts the level without splitting it. Schur's lemma gives this property for every irreducible complex representation of finite dimension. Here it is a hypothesis, the proposition `ScalarCommutant D`, and irreducibility itself is never defined.

```lean
/-- The commutant of `D` is scalar: every matrix commuting with all `D g` is a multiple of the
identity. -/
def ScalarCommutant (D : G →* Matrix n n ℂ) : Prop :=
  ∀ M : Matrix n n ℂ, (∀ g, M * D g = D g * M) → ∃ c : ℂ, M = c • (1 : Matrix n n ℂ)
```

The character is the trace,

χ(g) = tr D(g).

```lean
/-- The character of a matrix representation: the trace of the representing matrix. -/
def character (D : G →* Matrix n n ℂ) (g : G) : ℂ := (D g).trace
```

Let N be a finite subgroup of G. The central object of the argument is the matrix

S = Σ D(x), summed over x in N.

Dividing S by the order |N| gives the average over N, which is the projector onto the vectors that N leaves unchanged. The code keeps the undivided sum. In `subgroupSum`, the variable x runs over the elements of `N` as a type of its own, and `(x : G)` is the same element regarded as a member of G.

```lean
/-- The sum of the representing matrices over a finite subgroup. -/
def subgroupSum (D : G →* Matrix n n ℂ) (N : Subgroup G) [Fintype N] : Matrix n n ℂ :=
  ∑ x : N, D (x : G)
```

## The sum over N commutes with the whole group

Suppose that N is normal, so that g x g⁻¹ lies in N whenever x does. For a single element,

D(g) D(x) = D(g x) = D(g x g⁻¹ g) = D(g x g⁻¹) D(g).

Now sum over x. As x runs through N, the element y = g x g⁻¹ runs through N exactly once, hence

D(g) S = Σ D(g x g⁻¹) D(g) = Σ D(y) D(g) = S D(g).

Lean takes normality as the instance `[N.Normal]`. The relabelling x → y is `MulAut.conjNormal g`, and `Fintype.sum_equiv` states that two sums agree when a bijection matches them term by term. The last two lines of the proof are the identity for a single element.

```lean
/-- The sum over a normal subgroup commutes with every symmetry operation of the full group. -/
theorem subgroupSum_commutes (D : G →* Matrix n n ℂ) (N : Subgroup G) [Fintype N] [N.Normal]
    (g : G) : subgroupSum D N * D g = D g * subgroupSum D N := by
  unfold subgroupSum
  rw [Finset.sum_mul, Finset.mul_sum]
  symm
  -- conjugation by `g` permutes the elements of `N`
  refine Fintype.sum_equiv (MulEquiv.toEquiv (MulAut.conjNormal g)) _ _ (fun x => ?_)
  have h : ((MulAut.conjNormal g x : N) : G) = g * x * g⁻¹ := MulAut.conjNormal_apply g x
  change D g * D x = D ((MulAut.conjNormal g x : N) : G) * D g
  rw [h, ← map_mul, ← map_mul, inv_mul_cancel_right]
```

## The sum absorbs each operation of N

Let m be an element of N. Then x → m x also permutes N, and

D(m) S = Σ D(m x) = S.

Normality plays no part here, and the lemma does not assume it. The bijection is now `Equiv.mulLeft`, left multiplication by m within N.

```lean
/-- The sum over a subgroup absorbs every operation of that subgroup. -/
theorem mul_subgroupSum (D : G →* Matrix n n ℂ) (N : Subgroup G) [Fintype N]
    {m : G} (hm : m ∈ N) : D m * subgroupSum D N = subgroupSum D N := by
  unfold subgroupSum
  rw [Finset.mul_sum]
  exact Fintype.sum_equiv (Equiv.mulLeft (⟨m, hm⟩ : N)) _ _
    (fun x => (map_mul D m (x : G)).symm)
```

## A scalar that has to vanish

Assume that the commutant is scalar and that some m in N has D(m) ≠ 1. Since S commutes with every D(g), there is a number c with S = c 1. Putting this into D(m) S = S gives

c D(m) = c 1.

If c were different from zero, dividing by it would give D(m) = 1, against the assumption. So c = 0, and therefore

S = 0.

In the proof, `hc` is the equation S = c 1 and `h` becomes c D(m) = c 1. The case distinction on `c = 0` follows the argument above, and the `calc` block carries out the division by c.

```lean
/-- If the commutant is scalar and some operation of the normal subgroup `N` is not represented
by the identity, the representing matrices of `N` sum to zero. -/
theorem subgroupSum_eq_zero {D : G →* Matrix n n ℂ} (hD : ScalarCommutant D)
    (N : Subgroup G) [Fintype N] [N.Normal] {m : G} (hm : m ∈ N) (hne : D m ≠ 1) :
    subgroupSum D N = 0 := by
  obtain ⟨c, hc⟩ := hD _ (subgroupSum_commutes D N)
  have h := mul_subgroupSum D N hm
  rw [hc, Matrix.mul_smul, mul_one] at h
  by_cases h0 : c = 0
  · rw [hc, h0, zero_smul]
  · -- a nonzero scalar could be cancelled, making `D m` the identity
    exfalso
    apply hne
    calc D m = c⁻¹ • (c • D m) := (inv_smul_smul₀ h0 _).symm
      _ = c⁻¹ • (c • (1 : Matrix n n ℂ)) := by rw [h]
      _ = 1 := inv_smul_smul₀ h0 _
```

## The coset sum is a trace

The elements of the coset g N are the products g x with x in N. Their characters add up to

Σ χ(g x) = Σ tr(D(g) D(x)) = tr(D(g) S) = tr 0 = 0.

This is the main result, `sum_character_coset`. Read in words, it says: if D has scalar commutant, N is a finite normal subgroup of G, and m is an element of N with D(m) ≠ 1, then for every g in G the sum of χ(g x) over x in N is zero. One such m is enough. The average over the coset, which is the sum divided by |N|, is zero as well.

```lean
/-- For a representation with scalar commutant and a finite normal subgroup `N` on which it is
not identically 1, the characters sum to zero over every coset `g N`. -/
theorem sum_character_coset {D : G →* Matrix n n ℂ} (hD : ScalarCommutant D)
    (N : Subgroup G) [Fintype N] [N.Normal] {m : G} (hm : m ∈ N) (hne : D m ≠ 1) (g : G) :
    ∑ x : N, character D (g * x) = 0 := by
  -- the coset sum is the trace of `D g` times the subgroup sum
  have h : ∑ x : N, character D (g * x) = (D g * subgroupSum D N).trace := by
    simp only [character, map_mul, subgroupSum, Finset.mul_sum, Matrix.trace_sum]
  rw [h, subgroupSum_eq_zero hD N hm hne, mul_zero, Matrix.trace_zero]
```

The smallest subgroup that can satisfy the hypotheses has two elements, N = {1, m}. Such a normal subgroup is central, so D(m) is itself a scalar; its square is 1 and it is not 1, which leaves D(m) = −1. The theorem then reads

χ(g) + χ(g m) = 0.

This is the familiar sign rule for half-integer spin, with G = SU(2) and m the rotation by 2π: following any rotation by a further full turn reverses the sign of its character. In dimension d = 1 every matrix is a scalar, so the commutant condition holds automatically. The values of D on N are then roots of unity, and they add up to zero unless all of them equal 1.

## No non-zero vector of the multiplet is fixed by a normal N that acts non-trivially

Let v be a vector with D(x) v = v for every x in N. Applying S to it gives

S v = Σ D(x) v = |N| v.

The left side is zero because S = 0, and |N| is at least 1, so v = 0. For a finite multiplet with scalar commutant, this says that lowering the symmetry from G to the normal subgroup N produces no component in the totally symmetric representation of N, provided that N acts on the multiplet non-trivially. The statement concerns vectors with D(x) v = v exactly; a vector may still be reproduced up to a phase, as the eigenvectors of a threefold rotation in the doublet E of C3v are, with eigenvalues exp(±2πi/3).

In Lean, `D x *ᵥ v` is the matrix D(x) applied to the vector v. The equation `key` is S v = Σ D(x) v, and the rewriting turns it into 0 = |N| v, which is then read component by component.

```lean
/-- If the commutant is scalar and some operation of the normal subgroup `N` is not represented by
the identity, the only vector left unchanged by all operations of `N` is zero. -/
theorem invariant_vector_eq_zero {D : G →* Matrix n n ℂ} (hD : ScalarCommutant D)
    (N : Subgroup G) [Fintype N] [N.Normal] {m : G} (hm : m ∈ N) (hne : D m ≠ 1)
    (v : n → ℂ) (hv : ∀ x ∈ N, D x *ᵥ v = v) : v = 0 := by
  have key : subgroupSum D N *ᵥ v = ∑ x : N, D (x : G) *ᵥ v :=
    map_sum (AddMonoidHom.mk' (fun A : Matrix n n ℂ => A *ᵥ v)
      (fun A B => Matrix.add_mulVec A B v)) _ _
  -- the left side vanishes, the right side is `v` times the order of `N`
  rw [subgroupSum_eq_zero hD N hm hne, Matrix.zero_mulVec,
    Finset.sum_congr rfl (fun (x : N) _ => hv x x.2), Finset.sum_const, Finset.card_univ] at key
  ext i
  have hi := congrFun key i
  simp only [Pi.zero_apply, Pi.smul_apply, nsmul_eq_mul] at hi
  exact (mul_eq_zero.mp hi.symm).resolve_left (Nat.cast_ne_zero.mpr Fintype.card_ne_zero)
```

## Reading the action of N from a character table

Suppose first that D(x) = 1 for every x in N, and let d ≥ 1. Each character on N is then tr 1 = d, and

Σ χ(x) = |N| d ≠ 0.

If instead D(m) ≠ 1 for some m in N, the coset theorem with g = 1 gives

Σ χ(x) = 0.

The sum over N therefore decides whether N acts trivially. The condition d ≥ 1 is `[Nonempty n]` in Lean. In dimension zero the equivalence would fail, since every D(x) is the identity there while all the traces are zero.

```lean
/-- In positive dimension and with scalar commutant, a finite normal subgroup is represented by
the identity alone exactly when its characters have a nonzero sum. -/
theorem trivial_on_iff_sum_character_ne_zero [Nonempty n] {D : G →* Matrix n n ℂ}
    (hD : ScalarCommutant D) (N : Subgroup G) [Fintype N] [N.Normal] :
    (∀ x ∈ N, D x = 1) ↔ ∑ x : N, character D (x : G) ≠ 0 := by
  constructor
  · intro h
    have hx : ∀ x : N, character D (x : G) = (Fintype.card n : ℂ) := fun x => by
      rw [character, h x x.2, Matrix.trace_one]
    rw [Finset.sum_congr rfl (fun x _ => hx x), Finset.sum_const, Finset.card_univ,
      nsmul_eq_mul]
    exact mul_ne_zero (Nat.cast_ne_zero.mpr Fintype.card_ne_zero)
      (Nat.cast_ne_zero.mpr Fintype.card_ne_zero)
  · intro h m hm
    by_contra hne
    apply h
    simpa only [one_mul] using sum_character_coset hD N hm hne 1
```

With a character table at hand, the sum can be taken over conjugacy classes, because a normal subgroup is a union of complete classes:

Σ χ(x) = Σ (size of class) × (character of class), over the classes contained in N.

For C3v and its rotation subgroup, made up of the identity and the two threefold rotations, the row E gives 1·2 + 2·(−1) = 0, and the row A₂ gives 1·1 + 2·1 = 3. So the rotations act non-trivially in E and trivially in A₂. For a level known to have scalar commutant, a program that obtains the characters numerically has to distinguish only the values 0 and |N| d, which differ by at least 1, so rounding errors of ordinary size do no harm.

## The doublet of C3v in integer matrices

C3v acts on the corners of an equilateral triangle as the group of all permutations of three objects. Let e₀, e₁, e₂ be the unit vectors attached to the corners, with σ sending eⱼ to e with index σ(j). The vectors whose coordinates add up to zero form a plane that every permutation maps to itself. In the basis e₀ − e₂, e₁ − e₂, the matrix of σ has the entries

D(σ)ᵢⱼ = [σ(j) = i] − [σ(2) = i], with i, j = 0, 1,

where a bracket is 1 if the equation in it is true and 0 otherwise. The basis is not orthogonal, which is why some reflections have non-symmetric matrices; traces do not depend on this choice. `Fin 3` numbers the corners from 0, and `castSucc` regards an index 0 or 1 as one of the three corner labels.

```lean
/-- Integer matrices of the permutations of three objects, acting on the plane of vectors with
zero coordinate sum in the basis `e₀ - e₂`, `e₁ - e₂`. -/
def doubletInt (σ : Perm (Fin 3)) : Matrix (Fin 2) (Fin 2) ℤ :=
  Matrix.of fun i j => (if σ j.castSucc = i.castSucc then 1 else 0) -
    (if σ 2 = i.castSucc then 1 else 0)
```

For these matrices to form a representation, the identity permutation must give the unit matrix, and D(στ) = D(σ) D(τ) must hold for all 36 pairs. Both follow from the action on the plane. Because the entries are integers, `decide +kernel` can settle them by direct evaluation, and the matrices are then carried over to the complex numbers.

```lean
/-- The two-dimensional representation of the permutations of three objects, known as E in the
point group C3v. -/
def doublet : Perm (Fin 3) →* Matrix (Fin 2) (Fin 2) ℂ where
  toFun σ := (Int.castRingHom ℂ).mapMatrix (doubletInt σ)
  map_one' := by
    have h : doubletInt 1 = 1 := by decide +kernel
    rw [h, map_one]
  map_mul' σ τ := by
    have h : ∀ σ τ, doubletInt (σ * τ) = doubletInt σ * doubletInt τ := by decide +kernel
    rw [h, map_mul]
```

Two reflections are needed explicitly. Exchanging corners 0 and 1 exchanges the two basis vectors. Exchanging corners 1 and 2 sends e₀ − e₂ to e₀ − e₁ = (e₀ − e₂) − (e₁ − e₂), and it sends e₁ − e₂ to its negative. With the images as columns, and the rows separated by semicolons,

A = D(0↔1) = (0, 1; 1, 0)
B = D(1↔2) = (1, 0; −1, −1).

```lean
/-- The matrices of two reflections in the doublet representation. -/
theorem doublet_reflections :
    doublet (swap 0 1) = !![0, 1; 1, 0] ∧ doublet (swap 1 2) = !![1, 0; -1, -1] := by
  have h1 : doubletInt (swap 0 1) = !![0, 1; 1, 0] := by decide +kernel
  have h2 : doubletInt (swap 1 2) = !![1, 0; -1, -1] := by decide +kernel
  constructor
  · change (Int.castRingHom ℂ).mapMatrix (doubletInt (swap 0 1)) = _
    rw [h1]
    ext i j
    fin_cases i <;> fin_cases j <;> simp
  · change (Int.castRingHom ℂ).mapMatrix (doubletInt (swap 1 2)) = _
    rw [h2]
    ext i j
    fin_cases i <;> fin_cases j <;> simp
```

These two matrices suffice to show that the commutant is scalar. Let M commute with both. From M A = A M, the entries (0,0) and (0,1) give

M₀₁ = M₁₀ and M₀₀ = M₁₁.

From M B = B M, the entry (0,1) gives −M₀₁ = M₀₁, hence M₀₁ = 0. So M = M₀₀ 1.

For N take the alternating group, which consists of the identity and the two threefold rotations. The product of the two reflections belongs to it, being an even permutation, and its matrix is

A B = (−1, −1; 1, 0) ≠ 1.

In the proof, `a`, `b` and `c` are the three entry equations, in the order used above. The last part compares the entry (1,0) of A B, which is 1, with that of the unit matrix, which is 0.

```lean
/-- The doublet has scalar commutant, and a product of two reflections lies in the alternating
group and is not represented by the identity. -/
theorem doublet_witness : ScalarCommutant doublet ∧
    swap 0 1 * swap 1 2 ∈ alternatingGroup (Fin 3) ∧ doublet (swap 0 1 * swap 1 2) ≠ 1 := by
  obtain ⟨e1, e2⟩ := doublet_reflections
  refine ⟨fun M hM => ?_, ?_, fun h => ?_⟩
  · -- commuting with two reflections already forces a multiple of the identity
    have h1 := hM (swap 0 1)
    have h2 := hM (swap 1 2)
    rw [e1] at h1
    rw [e2] at h2
    have a := congrFun (congrFun h1 0) 0
    have b := congrFun (congrFun h1 0) 1
    have c := congrFun (congrFun h2 0) 1
    simp [Matrix.mul_apply, Fin.sum_univ_two] at a b c
    have hb : M 0 1 = 0 := by
      first
        | exact c
        | linear_combination (-1 / 2 : ℂ) * c
    have hc : M 1 0 = 0 := by linear_combination hb - a
    have hd : M 1 1 = M 0 0 := b.symm
    refine ⟨M 0 0, ?_⟩
    ext i j
    fin_cases i <;> fin_cases j <;> simp [hb, hc, hd]
  · rw [Equiv.Perm.mem_alternatingGroup]
    decide +kernel
  · rw [map_mul, e1, e2] at h
    have h10 := congrFun (congrFun h 1) 0
    simp [Matrix.mul_apply, Fin.sum_univ_two] at h10
```

The alternating group is normal, so the coset theorem applies to the doublet. Its two cosets are the rotations, with character sum 2 − 1 − 1 = 0, and the reflections, with 0 + 0 + 0 = 0.

The outcome is different for the subgroup formed by the identity and the single reflection 0↔1. It also acts non-trivially, but it is not normal, since conjugation turns this reflection into the others. Its characters give

χ(1) + χ(0↔1) = 2 + 0 = 2.

The step that breaks down is the commutation of S with the whole group: here S = 1 + A = (1, 1; 1, 1), which is not a scalar matrix. There is also an invariant vector, e₀ + e₁ − 2e₂, which lies on the mirror line.

```lean
/-- In the doublet, the characters of the identity and of one reflection add up to 2. -/
theorem doublet_reflection_sum :
    character doublet 1 + character doublet (swap 0 1) = 2 := by
  simp only [character, map_one, doublet_reflections.1]
  simp [Matrix.trace_fin_two]

end

end CosetCharacters
```

```lean
#print axioms CosetCharacters.sum_character_coset
#print axioms CosetCharacters.invariant_vector_eq_zero
#print axioms CosetCharacters.trivial_on_iff_sum_character_ne_zero
#print axioms CosetCharacters.doublet_reflection_sum
```

```
'CosetCharacters.sum_character_coset' depends on axioms: [propext, Classical.choice, Quot.sound]
'CosetCharacters.invariant_vector_eq_zero' depends on axioms: [propext, Classical.choice, Quot.sound]
'CosetCharacters.trivial_on_iff_sum_character_ne_zero' depends on axioms: [propext, Classical.choice, Quot.sound]
'CosetCharacters.doublet_reflection_sum' depends on axioms: [propext, Classical.choice, Quot.sound]
```
